# Carrier decay through traps and radiation: closed form, exponential tail and trap loss

**Q:** A short light pulse fills a semiconductor with electrons and holes at equal density $n_0$. Some are captured by traps, others meet and emit light, and the density $n(t)$ falls. You model this by

$$n'=-An-Bn^2,\qquad n(0)=n_0,$$

and claim a formula for every solution. My textbook instinct is to divide by $n^2$. Doesn't that assume the density never vanishes?

**A:** It does, so I use the division only to find the formula. With $u=1/n$ one gets $u'=Au+B$, hence $u=(1/n_0+B/A)e^{At}-B/A$, which suggests

$$n(t)=\frac{An_0}{D(t)},\qquad D(t)=(A+Bn_0)e^{At}-Bn_0.$$

Now take $A>0$, $B\ge0$, $n_0\ge0$ and check it without dividing by $n$. For $t\ge0$, $D=Ae^{At}+Bn_0(e^{At}-1)\ge A>0$. Also $D'=A(D+Bn_0)$, so

$$\left(\frac{An_0}{D}\right)'=-\frac{A^2n_0(D+Bn_0)}{D^2}=-A\,\frac{An_0}{D}-B\left(\frac{An_0}{D}\right)^2,$$

and $D(0)=A$ gives the initial value $n_0$.

**Q:** That is one solution. Why is there no other?

**A:** Let $n$ be any solution and put $F=nD-An_0$. Then

$$F'=(-An-Bn^2)D+An(D+Bn_0)=-Bn(nD-An_0)=-BnF,$$

with $F(0)=n_0A-An_0=0$. On $[0,t]$ the continuous function $n$ satisfies $|n|\le C$ for some constant $C$, so $|F'|\le BC|F|$. Grönwall's inequality gives $|F(t)|\le|F(0)|e^{BCt}=0$. Hence $nD=An_0$, with no assumption on the sign of $n$.

**Q:** And at late times?

**A:** Factor the exponential out of $D$:

$$n(t)e^{At}=\frac{An_0}{A+Bn_0-Bn_0e^{-At}}\longrightarrow\frac{An_0}{A+Bn_0}.$$

For $n_0>0$ the tail decays at the trap rate, and its amplitude remembers the early radiative loss.

The trap loss also follows. Since $(\log D)'=A+ABn_0/D=A+Bn$, for $B>0$ we have $An=(A/B)\big((\log D)'-A\big)$, and integration gives

$$\int_0^t An\,ds=\frac AB\left(\log\frac{D(t)}{A}-At\right)=\frac AB\log\!\left(1+\frac{Bn_0}{A}(1-e^{-At})\right).$$

This tends to $(A/B)\log(1+Bn_0/A)$.

**Q:** Now the formal version. What does it take a "solution" to be?

**A:** A real function `n` that satisfies the rate equation at every $t\ge0$.

```lean
import Mathlib

open Filter Topology Set

namespace CarrierRecombination

noncomputable section

/-- The density `n` obeys the rate equation `n' = -A n - B n²` at all times `t ≥ 0`, with
trap-assisted coefficient `A` and radiative coefficient `B`; at `t = 0` the derivative is
one-sided. -/
def IsCarrierDecay (A B : ℝ) (n : ℝ → ℝ) : Prop :=
  ∀ t, 0 ≤ t → HasDerivWithinAt n (-A * n t - B * n t ^ 2) (Ici 0) t
```

`HasDerivWithinAt` on `Ici 0` is the ordinary derivative for $t>0$ and the right-hand derivative at $t=0$. Values at negative times are unconstrained, so nothing is said about the sample before the pulse.

**Q:** What physics sits in the two constants?

**A:** `A` is the capture rate per carrier. Taking it as constant presupposes that the trap occupation stays steady and that thermal release of captured carriers is negligible. `B` measures how often electrons and holes meet and recombine radiatively; the square comes from their equal densities. Both are postulated, not derived. Doping, Auger recombination, diffusion and continued generation are absent. The denominator and the closed form are then defined directly, with `n0` for $n_0$.

```lean
/-- The function `(A + B n0) exp(A t) - B n0`. -/
def decayDenom (A B n0 t : ℝ) : ℝ := (A + B * n0) * Real.exp (A * t) - B * n0

/-- The density `A n0 / ((A + B n0) exp(A t) - B n0)`, meant for `A > 0`, `B ≥ 0`, `n0 ≥ 0`
and `t ≥ 0`, where the denominator is positive. -/
def carrierDensity (A B n0 t : ℝ) : ℝ := A * n0 / decayDenom A B n0 t
```

**Q:** Does anything break if I switch the traps off?

**A:** Yes. Take $A=0$, $B=1$, $n_0=1$. The solution is $n=1/(1+t)$, but the formula reads $0/0$, which Lean evaluates as $0$. So $A=0$ must be excluded, and since a capture rate is never negative I assume $A>0$. The trap-free case needs its own expression.

**Q:** Then show me where positivity of the denominator enters.

**A:** It comes first. `decayDenom_pos` uses $e^{At}\ge1$, and `nlinarith` does the remaining estimate. The next two lemmas give $D(0)=A$ and the factored form used for late times.

```lean
/-- For `A > 0`, `B ≥ 0`, `n0 ≥ 0` the denominator is positive at all times `t ≥ 0`. -/
theorem decayDenom_pos {A B n0 t : ℝ} (hA : 0 < A) (hB : 0 ≤ B) (hn0 : 0 ≤ n0)
    (ht : 0 ≤ t) : 0 < decayDenom A B n0 t := by
  have h1 : 1 ≤ Real.exp (A * t) := Real.one_le_exp (by positivity)
  unfold decayDenom
  nlinarith [mul_nonneg (add_nonneg hA.le (mul_nonneg hB hn0)) (sub_nonneg.2 h1)]

/-- At time zero the denominator equals `A`. -/
theorem decayDenom_zero (A B n0 : ℝ) : decayDenom A B n0 0 = A := by
  unfold decayDenom
  rw [mul_zero, Real.exp_zero]
  ring

/-- The denominator written with the factor `exp(A t)` taken out. -/
theorem decayDenom_eq (A B n0 t : ℝ) : decayDenom A B n0 t =
    (A + B * n0 - B * n0 * Real.exp (-(A * t))) * Real.exp (A * t) := by
  have he : Real.exp (A * t) * Real.exp (-(A * t)) = 1 := by
    rw [← Real.exp_add, add_neg_cancel, Real.exp_zero]
  unfold decayDenom
  linear_combination B * n0 * he
```

The derivative of $D$ comes from the chain rule. With it, `carrierDensity_solves` applies the quotient rule and checks the initial value, so the equation does have a solution for all the allowed parameters.

```lean
/-- The denominator `D` obeys the linear equation `D' = A (D + B n0)`. -/
theorem hasDerivAt_decayDenom (A B n0 t : ℝ) :
    HasDerivAt (decayDenom A B n0) (A * (decayDenom A B n0 t + B * n0)) t := by
  have h : HasDerivAt (fun s : ℝ => A * s) A t := by
    simpa using (hasDerivAt_id t).const_mul A
  have h2 := (h.exp.const_mul (A + B * n0)).sub_const (B * n0)
  exact h2.congr_deriv (by unfold decayDenom; ring)

/-- For `A > 0`, `B ≥ 0`, `n0 ≥ 0` the closed form solves the rate equation and starts
at `n0`. -/
theorem carrierDensity_solves {A B n0 : ℝ} (hA : 0 < A) (hB : 0 ≤ B) (hn0 : 0 ≤ n0) :
    IsCarrierDecay A B (carrierDensity A B n0) ∧ carrierDensity A B n0 0 = n0 := by
  constructor
  · intro t ht
    have hD : decayDenom A B n0 t ≠ 0 := (decayDenom_pos hA hB hn0 ht).ne'
    have h := (hasDerivAt_const t (A * n0)).fun_div (hasDerivAt_decayDenom A B n0 t) hD
    refine (h.congr_deriv ?_).hasDerivWithinAt
    unfold carrierDensity
    field_simp
    ring
  · unfold carrierDensity
    rw [decayDenom_zero]
    exact mul_div_cancel_left₀ n0 hA.ne'
```

**Q:** And the uniqueness argument is the one you gave me?

**A:** Step by step. The theorem says that any `n` with `IsCarrierDecay A B n` and `n 0 = n0` equals `carrierDensity A B n0` at each $t\ge0$. In its proof, `hF` is $F'=-BnF$, `hz` is $F(0)=0$, and `hC` is the bound on $[0,t]$. Mathlib's Grönwall lemma is applied with initial error zero and growth constant `B * C`; the last lines divide by the positive $D$.

```lean
/-- For `A > 0`, `B ≥ 0`, `n0 ≥ 0`, every solution of the rate equation with `n(0) = n0` is
`A n0 / ((A + B n0) exp(A t) - B n0)` at all times `t ≥ 0`. -/
theorem decay_eq_carrierDensity {A B n0 : ℝ} {n : ℝ → ℝ} (hA : 0 < A) (hB : 0 ≤ B)
    (hn0 : 0 ≤ n0) (hn : IsCarrierDecay A B n) (h0 : n 0 = n0) {t : ℝ} (ht : 0 ≤ t) :
    n t = carrierDensity A B n0 t := by
  -- The defect F = n D - A n0 obeys F' = -B n F and vanishes at time zero.
  have hF : ∀ s, 0 ≤ s → HasDerivWithinAt (fun r => n r * decayDenom A B n0 r - A * n0)
      (-(B * n s) * (n s * decayDenom A B n0 s - A * n0)) (Ici 0) s := fun s hs =>
    (((hn s hs).fun_mul (hasDerivAt_decayDenom A B n0 s).hasDerivWithinAt).sub_const
      (A * n0)).congr_deriv (by ring)
  have hz : n 0 * decayDenom A B n0 0 - A * n0 = 0 := by
    rw [h0, decayDenom_zero]
    ring
  -- The density is bounded on the compact interval [0, t].
  have hcont : ContinuousOn n (Icc 0 t) := fun s hs =>
    (hn s hs.1).continuousWithinAt.mono Icc_subset_Ici_self
  obtain ⟨C, hC⟩ := isCompact_Icc.exists_bound_of_continuousOn hcont
  -- Grönwall's inequality then forces F = 0.
  have h := norm_le_gronwallBound_of_norm_deriv_right_le
    (f := fun r => n r * decayDenom A B n0 r - A * n0)
    (f' := fun s => -(B * n s) * (n s * decayDenom A B n0 s - A * n0))
    (δ := 0) (K := B * C) (ε := 0) (a := 0) (b := t)
    (fun s hs => (hF s hs.1).continuousWithinAt.mono Icc_subset_Ici_self)
    (fun s hs => (hF s hs.1).mono (Ici_subset_Ici.2 hs.1))
    (norm_le_zero_iff.2 hz)
    (fun s hs => by
      have h1 := hC s (Ico_subset_Icc_self hs)
      simp only [add_zero, norm_mul, norm_neg, Real.norm_of_nonneg hB]
      exact mul_le_mul_of_nonneg_right (mul_le_mul_of_nonneg_left h1 hB) (norm_nonneg _))
    t ⟨ht, le_rfl⟩
  rw [gronwallBound_ε0, zero_mul] at h
  have h' : n t * decayDenom A B n0 t - A * n0 = 0 := norm_le_zero_iff.1 h
  unfold carrierDensity
  rw [eq_div_iff (decayDenom_pos hA hB hn0 ht).ne']
  linarith
```

The tail theorem also speaks of an arbitrary solution. It takes the limit of the factored expression, using $e^{-At}\to0$, and carries it over to the product $n(t)e^{At}$, which equals that expression for all $t\ge0$.

```lean
/-- For `A > 0` the factor `exp(-A t)` tends to zero at long times. -/
theorem tendsto_exp_decay {A : ℝ} (hA : 0 < A) :
    Tendsto (fun t : ℝ => Real.exp (-(A * t))) atTop (𝓝 0) :=
  Real.tendsto_exp_neg_atTop_nhds_zero.comp (tendsto_id.const_mul_atTop hA)

/-- For `A > 0`, `B ≥ 0`, `n0 ≥ 0` and any solution with `n(0) = n0`, the product
`n(t) exp(A t)` tends to `A n0 / (A + B n0)` at long times. -/
theorem decay_tail {A B n0 : ℝ} {n : ℝ → ℝ} (hA : 0 < A) (hB : 0 ≤ B)
    (hn0 : 0 ≤ n0) (hn : IsCarrierDecay A B n) (h0 : n 0 = n0) :
    Tendsto (fun t => n t * Real.exp (A * t)) atTop (𝓝 (A * n0 / (A + B * n0))) := by
  have hl : Tendsto (fun t => A * n0 / (A + B * n0 - B * n0 * Real.exp (-(A * t)))) atTop
      (𝓝 (A * n0 / (A + B * n0 - B * n0 * 0))) :=
    tendsto_const_nhds.div
      (tendsto_const_nhds.sub ((tendsto_exp_decay hA).const_mul (B * n0)))
      (by rw [mul_zero, sub_zero]; positivity)
  rw [mul_zero, sub_zero] at hl
  refine hl.congr' ?_
  filter_upwards [eventually_ge_atTop 0] with t ht
  rw [decay_eq_carrierDensity hA hB hn0 hn h0 ht]
  unfold carrierDensity
  rw [decayDenom_eq, div_mul_eq_mul_div, mul_div_mul_right _ _ (Real.exp_pos _).ne']
```

**Q:** The trap loss is an integral over an unknown function. How is that handled?

**A:** `hcongr` first replaces `n` by the closed form under the integral. `hder` then checks that $(A/B)(\log D-As)$ is an antiderivative, and the fundamental theorem of calculus leaves two endpoint values. The factored $D$ turns their difference into the stated logarithm. Here $B>0$ is required because the formula divides by $B$.

```lean
/-- For `A > 0`, `B > 0`, `n0 ≥ 0` and any solution with `n(0) = n0`, the density lost
through traps up to time `t ≥ 0` is `(A/B) log(1 + (B n0/A) (1 - exp(-A t)))`. -/
theorem trap_loss {A B n0 : ℝ} {n : ℝ → ℝ} (hA : 0 < A) (hB : 0 < B)
    (hn0 : 0 ≤ n0) (hn : IsCarrierDecay A B n) (h0 : n 0 = n0) {t : ℝ} (ht : 0 ≤ t) :
    ∫ s in (0 : ℝ)..t, A * n s =
      A / B * Real.log (1 + B * n0 / A * (1 - Real.exp (-(A * t)))) := by
  have hsub : ∀ s ∈ uIcc 0 t, 0 ≤ s := fun s hs => by
    rw [uIcc_of_le ht] at hs
    exact hs.1
  have hcongr : ∫ s in (0 : ℝ)..t, A * n s = ∫ s in (0 : ℝ)..t, A * carrierDensity A B n0 s :=
    intervalIntegral.integral_congr fun s hs => by
      show A * n s = A * carrierDensity A B n0 s
      rw [decay_eq_carrierDensity hA hB.le hn0 hn h0 (hsub s hs)]
  -- Since (log D)' = A + B n, an antiderivative of A n is (A/B) (log D - A s).
  have hder : ∀ s ∈ uIcc 0 t, HasDerivAt
      (fun r => A / B * (Real.log (decayDenom A B n0 r) - A * r))
      (A * carrierDensity A B n0 s) s := by
    intro s hs
    have hD : decayDenom A B n0 s ≠ 0 := (decayDenom_pos hA hB.le hn0 (hsub s hs)).ne'
    have h := (((hasDerivAt_decayDenom A B n0 s).log hD).fun_sub
      ((hasDerivAt_id' s).const_mul A)).const_mul (A / B)
    refine h.congr_deriv ?_
    unfold carrierDensity
    field_simp
    ring
  have hint : IntervalIntegrable (fun s => A * carrierDensity A B n0 s)
      MeasureTheory.volume 0 t :=
    ContinuousOn.intervalIntegrable fun s hs => continuousWithinAt_const.mul
      (((carrierDensity_solves hA hB.le hn0).1 s (hsub s hs)).continuousWithinAt.mono
        fun r hr => hsub r hr)
  rw [hcongr, intervalIntegral.integral_eq_sub_of_hasDerivAt hder hint]
  -- It remains to evaluate log D at the two ends.
  have he : Real.exp (-(A * t)) ≤ 1 :=
    Real.exp_le_one_iff.2 (neg_nonpos.2 (by positivity))
  have hX : 0 < 1 + B * n0 / A * (1 - Real.exp (-(A * t))) := by
    have := mul_nonneg (show 0 ≤ B * n0 / A by positivity) (sub_nonneg.2 he)
    linarith
  have hc : A * (B * n0 / A) = B * n0 := by field_simp
  have hD : decayDenom A B n0 t =
      A * (1 + B * n0 / A * (1 - Real.exp (-(A * t)))) * Real.exp (A * t) := by
    rw [decayDenom_eq]
    linear_combination (-(1 - Real.exp (-(A * t))) * Real.exp (A * t)) * hc
  rw [decayDenom_zero, hD, Real.log_mul (mul_pos hA hX).ne' (Real.exp_pos _).ne',
    Real.log_mul hA.ne' hX.ne', Real.log_exp]
  ring
```

Letting $e^{-At}\to0$ inside the logarithm gives the total.

```lean
/-- For `A > 0`, `B > 0`, `n0 ≥ 0` and any solution with `n(0) = n0`, the density lost
through traps tends to `(A/B) log(1 + B n0/A)` at long times. -/
theorem total_trap_loss {A B n0 : ℝ} {n : ℝ → ℝ} (hA : 0 < A) (hB : 0 < B)
    (hn0 : 0 ≤ n0) (hn : IsCarrierDecay A B n) (h0 : n 0 = n0) :
    Tendsto (fun t => ∫ s in (0 : ℝ)..t, A * n s) atTop
      (𝓝 (A / B * Real.log (1 + B * n0 / A))) := by
  have hl : Tendsto (fun t => 1 + B * n0 / A * (1 - Real.exp (-(A * t)))) atTop
      (𝓝 (1 + B * n0 / A * (1 - 0))) :=
    tendsto_const_nhds.add
      ((tendsto_const_nhds.sub (tendsto_exp_decay hA)).const_mul (B * n0 / A))
  rw [sub_zero, mul_one] at hl
  have hne : 1 + B * n0 / A ≠ 0 := by positivity
  refine ((hl.log hne).const_mul (A / B)).congr' ?_
  filter_upwards [eventually_ge_atTop 0] with t ht
  exact (trap_loss hA hB hn0 hn h0 ht).symm

end

end CarrierRecombination
```

**Q:** Where would I meet this in a calculation?

**A:** In a simulation of a spatially uniform sample with only these two channels, the closed form is a reference for checking a time stepper. In code I would multiply numerator and denominator by $e^{-At}$ and evaluate

$$n(t)=\frac{An_0e^{-At}}{A+Bn_0(1-e^{-At})},$$

computing $1-e^{-At}$ as minus `expm1` of $-At$. That avoids overflow at late times and loss of digits when $At$ is small. If you fit a measured decay, remember that in this model the radiative signal goes as $n^2$, so its tail falls as $e^{-2At}$, not $e^{-At}$.

```lean
#print axioms CarrierRecombination.decay_tail
#print axioms CarrierRecombination.total_trap_loss
```

```
'CarrierRecombination.decay_tail' depends on axioms: [propext, Classical.choice, Quot.sound]
'CarrierRecombination.total_trap_loss' depends on axioms: [propext, Classical.choice, Quot.sound]
```
